# The high-order kinetic symbol $S_m(\theta)$ never exceeds $\theta^2$

Let $\theta$ be real, $m$ a natural number, $u(\theta)=2-2\cos\theta$, $C_k=\binom{2k}{k}$, $w_k=2/(k^2C_k)$ for $k\ge1$, and $S_m(\theta)=\sum_{k=1}^{m}w_k\,u^k$. With primes for $\theta$-derivatives,
$$S_m''=2-\frac{2u^m}{C_m},\qquad 0\le\theta^2-S_m(\theta)\le\frac{2\,\theta^{2m+2}}{(2m+1)(2m+2)\,C_m}.$$
On the integer grid, with $(-\delta^2\psi)_j=2\psi_j-\psi_{j+1}-\psi_{j-1}$, the stencil $K_m=\sum_{k=1}^m w_k(-\delta^2)^k$ multiplies the plane wave $e^{ij\theta}$ by $S_m(\theta)$, where $-d^2/dx^2$ gives $\theta^2$. For a free particle of mass $\mu$ and wave number $q$ on an infinite one-dimensional grid of spacing $h$, $\theta=qh$ and the discrete kinetic energy $\hbar^2S_m(qh)/(2\mu h^2)$ is at most $\hbar^2q^2/(2\mu)$.

The weights are postulated. They come from the classical series $\theta^2=\sum_{k\ge1}w_ku^k$, valid for $|\theta|\le\pi$, which is background here and is not among the theorems. Since $w_1=1$ and $w_2=1/12$, $K_1$ is the three-point stencil and $K_2$ has coefficients $(\tfrac1{12},-\tfrac43,\tfrac52,-\tfrac43,\tfrac1{12})$.

## The telescoping second derivative and the two bounds

On a plane wave, $-\delta^2e^{ij\theta}=(2-e^{i\theta}-e^{-i\theta})e^{ij\theta}=u\,e^{ij\theta}$. Hence $(-\delta^2)^k$ gives $u^k$ and $K_m$ gives $S_m$.

Shift the index, $S_m=\sum_{k=0}^{m-1}w_{k+1}u^{k+1}$, so that $S_m'=\sum_{k=0}^{m-1}w_{k+1}(k+1)\,u^ku'$ with $u'=2\sin\theta$. From $\cos\theta=1-u/2$ follows $\sin^2\theta=1-(1-u/2)^2=u-u^2/4$, and
$$(u^ku')'=4k\,u^{k-1}\sin^2\theta+2u^k\cos\theta=(4k+2)u^k-(k+1)u^{k+1},$$
where the $\sin^2\theta$ term is absent for $k=0$. From $C_k=(2k)!/(k!)^2$ one gets $C_{k+1}/C_k=(2k+2)(2k+1)/(k+1)^2$, that is $(k+1)C_{k+1}=(4k+2)C_k$. Therefore $w_{k+1}(k+1)(4k+2)=2/C_k$, while $w_{k+1}(k+1)^2=2/C_{k+1}$ by definition. The sum telescopes:
$$S_m''=\sum_{k=0}^{m-1}\left(\frac{2u^k}{C_k}-\frac{2u^{k+1}}{C_{k+1}}\right)=2-\frac{2u^m}{C_m}.$$

A function $f$ with $f(0)=f'(0)=0$ and $f''\ge0$ everywhere is nonnegative: $f'$ is nondecreasing, the mean value theorem gives $f(x)=f'(c)\,x$ with $c$ between $0$ and $x$, and the two factors never have opposite signs. The error $E=\theta^2-S_m$ has $E(0)=E'(0)=0$, because $u(0)=u'(0)=0$, and $E''=2u^m/C_m\ge0$, so $E\ge0$. The upper bound, called $B$, has $B(0)=B'(0)=0$ and $B''=2\theta^{2m}/C_m$. Since $0\le u=4\sin^2(\theta/2)\le\theta^2$, $(B-E)''=2(\theta^{2m}-u^m)/C_m\ge0$, so $E\le B$. For $m=0$ the sum is empty, $S_0=0$, $S_0''=2-2=0$ and $E=B=\theta^2$.

## Symbol, stencil and plane wave in Lean

```lean
import Mathlib

open Finset

namespace HighOrderKineticSymbol

noncomputable section
```

The definitions of $u$, $w_k$ and $S_m$ come first, with `Nat.centralBinom k` for $C_k$.

```lean
/-- The three-point symbol `u(θ) = 2 - 2 cos θ`. -/
def threePoint (θ : ℝ) : ℝ := 2 - 2 * Real.cos θ

/-- The weight `2 / (k² C(2k,k))` of the `k`-th power of the negative second difference. -/
def weight (k : ℕ) : ℝ := 2 / ((k : ℝ) ^ 2 * (Nat.centralBinom k : ℝ))

/-- The kinetic symbol `S_m(θ) = 2 ∑_{k=1..m} u(θ)^k / (k² C(2k,k))`. -/
def symbol (m : ℕ) (θ : ℝ) : ℝ :=
  ∑ k ∈ range m, weight (k + 1) * threePoint θ ^ (k + 1)
```

Here `range m` runs over $k=0,\dots,m-1$, which is the shifted sum. Forgetting the shift, and summing `weight k` times $u^k$ over the same range, still compiles: the $k=0$ weight is $2/0$, which Lean evaluates to $0$, and the top term is missing, so for $m\ge1$ the object would be $S_{m-1}$.

The term-by-term derivative is at first only a formula; its role as $S_m'$ is proved later.

```lean
/-- The term-by-term derivative of the kinetic symbol in `θ`. -/
def symbolSlope (m : ℕ) (θ : ℝ) : ℝ :=
  ∑ k ∈ range m, weight (k + 1) * ((k : ℝ) + 1) * (threePoint θ ^ k * (2 * Real.sin θ))
```

Grid functions are arbitrary maps `ℤ → ℂ`. The spacing is one, there is no boundary and no normalisation, and the prefactor $\hbar^2/(2\mu h^2)$ is left out. The iterate `negSecondDiff^[k + 1]` is $(-\delta^2)^{k+1}$.

```lean
/-- The negative second difference `-δ²` on a grid of unit spacing. -/
def negSecondDiff (ψ : ℤ → ℂ) : ℤ → ℂ := fun j => 2 * ψ j - ψ (j + 1) - ψ (j - 1)

/-- The kinetic stencil `2 ∑_{k=1..m} (-δ²)^k / (k² C(2k,k))` acting on grid functions. -/
def kineticStencil (m : ℕ) (ψ : ℤ → ℂ) : ℤ → ℂ :=
  fun j => ∑ k ∈ range m, (weight (k + 1) : ℂ) * (negSecondDiff^[k + 1] ψ) j

/-- The plane wave `exp(i j θ)` on the grid. -/
def planeWave (θ : ℝ) : ℤ → ℂ := fun j => Complex.exp ((j : ℂ) * θ * Complex.I)
```

The first theorem says $(K_m e^{ij\theta})_j=S_m(\theta)e^{ij\theta}$ at every site $j$. In `step`, `e1` and `e2` pull $e^{\pm i\theta}$ out of the neighbouring values and `Complex.two_cos` combines them into $2\cos\theta$. The constant `c` carries the power of $u$ already collected through the induction `iter`.

```lean
/-- The kinetic stencil multiplies the plane wave `exp(i j θ)` by `S_m(θ)`. -/
theorem kineticStencil_planeWave (m : ℕ) (θ : ℝ) (j : ℤ) :
    kineticStencil m (planeWave θ) j = (symbol m θ : ℂ) * planeWave θ j := by
  -- one application of -δ² gives the factor u(θ)
  have step : ∀ c : ℂ, negSecondDiff (fun i => c * planeWave θ i)
      = fun i => c * (threePoint θ : ℂ) * planeWave θ i := by
    intro c
    funext i
    have e1 : planeWave θ (i + 1) = planeWave θ i * Complex.exp ((θ : ℂ) * Complex.I) := by
      unfold planeWave
      rw [← Complex.exp_add]; congr 1; push_cast; ring
    have e2 : planeWave θ (i - 1) = planeWave θ i * Complex.exp (-(θ : ℂ) * Complex.I) := by
      unfold planeWave
      rw [← Complex.exp_add]; congr 1; push_cast; ring
    have e3 := Complex.two_cos (θ : ℂ)
    simp only [negSecondDiff, e1, e2, threePoint]
    push_cast
    linear_combination c * planeWave θ i * e3
  have iter : ∀ k : ℕ, negSecondDiff^[k] (planeWave θ)
      = fun i => (threePoint θ : ℂ) ^ k * planeWave θ i := by
    intro k
    induction k with
    | zero => funext i; simp
    | succ k ih => rw [Function.iterate_succ_apply', ih, step]; funext i; ring
  simp only [kineticStencil, symbol, iter]
  push_cast
  rw [Finset.sum_mul]
  exact Finset.sum_congr rfl fun k _ => by ring
```

## Derivatives of the symbol

A `HasDerivAt` statement says that the derivative exists at the point and equals the given value. The first is $u'=2\sin\theta$.

```lean
/-- The three-point symbol has derivative `2 sin θ`. -/
theorem hasDerivAt_threePoint (θ : ℝ) : HasDerivAt threePoint (2 * Real.sin θ) θ := by
  have h : HasDerivAt (fun t => 2 - 2 * Real.cos t) (2 * Real.sin θ) θ :=
    (((Real.hasDerivAt_cos θ).const_mul 2).const_sub 2).congr_deriv (by ring)
  exact h
```

The product rule gives `h`; `hs` and `hc` are the two identities for $\sin^2\theta$ and $\cos\theta$. The split on `k` treats $k=0$ separately, as above.

```lean
/-- The derivative of `u^k · 2 sin θ` is `(4k+2) u^k - (k+1) u^(k+1)`. -/
theorem hasDerivAt_pow_mul_sin (k : ℕ) (θ : ℝ) :
    HasDerivAt (fun t => threePoint t ^ k * (2 * Real.sin t))
      ((4 * (k : ℝ) + 2) * threePoint θ ^ k - ((k : ℝ) + 1) * threePoint θ ^ (k + 1)) θ := by
  have h := ((hasDerivAt_threePoint θ).fun_pow k).fun_mul
    ((Real.hasDerivAt_sin θ).const_mul 2)
  refine HasDerivAt.congr_deriv h ?_
  -- sin² and cos are polynomials in u
  have hs : Real.sin θ ^ 2 = threePoint θ - threePoint θ ^ 2 / 4 := by
    unfold threePoint; linear_combination Real.sin_sq_add_cos_sq θ
  have hc : Real.cos θ = 1 - threePoint θ / 2 := by unfold threePoint; ring
  cases k with
  | zero => push_cast; linear_combination 2 * hc
  | succ k =>
    simp only [Nat.add_sub_cancel]
    push_cast
    linear_combination 4 * ((k : ℝ) + 1) * threePoint θ ^ k * hs
      + 2 * threePoint θ ^ (k + 1) * hc
```

Summing the derivatives of $w_{k+1}u^{k+1}$ shows that `symbolSlope m` is $S_m'$.

```lean
/-- The kinetic symbol is differentiable, with the term-by-term derivative. -/
theorem hasDerivAt_symbol (m : ℕ) (θ : ℝ) : HasDerivAt (symbol m) (symbolSlope m θ) θ := by
  have h : HasDerivAt (fun t => ∑ k ∈ range m, weight (k + 1) * threePoint t ^ (k + 1))
      (∑ k ∈ range m, weight (k + 1) * ((k : ℝ) + 1) *
        (threePoint θ ^ k * (2 * Real.sin θ))) θ := by
    refine HasDerivAt.fun_sum fun k _ => ?_
    refine (((hasDerivAt_threePoint θ).fun_pow (k + 1)).const_mul
      (weight (k + 1))).congr_deriv ?_
    simp only [Nat.add_sub_cancel]
    push_cast
    ring
  exact h
```

The telescoping is an induction on $m$. The binomial recursion is `hrec`, the two weight identities are `w1` and `w2`, and the last `linear_combination` cancels $2u^m/C_m$ between the old value and the new term.

```lean
/-- The term-by-term derivative of `S_m` has derivative `2 - 2 u^m / C(2m,m)`. -/
theorem hasDerivAt_symbolSlope (m : ℕ) (θ : ℝ) :
    HasDerivAt (symbolSlope m) (2 - 2 * threePoint θ ^ m / (Nat.centralBinom m : ℝ)) θ := by
  induction m with
  | zero =>
    have e : symbolSlope 0 = fun _ => (0 : ℝ) := by funext t; simp [symbolSlope]
    rw [e]
    exact (hasDerivAt_const θ (0 : ℝ)).congr_deriv (by simp [Nat.centralBinom_zero])
  | succ m ih =>
    have e : symbolSlope (m + 1) = fun t => symbolSlope m t
        + weight (m + 1) * ((m : ℝ) + 1) * (threePoint t ^ m * (2 * Real.sin t)) := by
      funext t; simp only [symbolSlope, Finset.sum_range_succ]
    have h0 : (Nat.centralBinom m : ℝ) ≠ 0 := by exact_mod_cast (Nat.centralBinom_pos m).ne'
    have h1 : (Nat.centralBinom (m + 1) : ℝ) ≠ 0 := by
      exact_mod_cast (Nat.centralBinom_pos (m + 1)).ne'
    have hm : (m : ℝ) + 1 ≠ 0 := by positivity
    -- the recursion of central binomial coefficients makes the sum telescope
    have hrec : ((m : ℝ) + 1) * (Nat.centralBinom (m + 1) : ℝ)
        = 2 * (2 * (m : ℝ) + 1) * (Nat.centralBinom m : ℝ) := by
      exact_mod_cast Nat.succ_mul_centralBinom_succ m
    have ha : weight (m + 1) * (((m : ℝ) + 1) ^ 2 * (Nat.centralBinom (m + 1) : ℝ)) = 2 := by
      unfold weight; push_cast; field_simp
    have w1 : weight (m + 1) * ((m : ℝ) + 1) * ((m : ℝ) + 1)
        = 2 / (Nat.centralBinom (m + 1) : ℝ) := by
      rw [eq_div_iff h1]; linear_combination ha
    have w2 : weight (m + 1) * ((m : ℝ) + 1) * (4 * (m : ℝ) + 2)
        = 2 / (Nat.centralBinom m : ℝ) := by
      rw [eq_div_iff h0]; linear_combination ha - weight (m + 1) * ((m : ℝ) + 1) * hrec
    rw [e]
    refine (ih.fun_add ((hasDerivAt_pow_mul_sin m θ).const_mul _)).congr_deriv ?_
    linear_combination threePoint θ ^ m * w2 - threePoint θ ^ (m + 1) * w1
```

## Nonnegativity from convexity, and the final bounds

The lemma takes $f$, $f'$, $f''$ as three functions linked by `h1` and `h2`. Monotonicity of $f'$ is `hmono`, and `exists_hasDerivAt_eq_slope` is the mean value theorem, used on $[x,0]$ and on $[0,x]$. Without `hf'` the lemma is false: $f(x)=x$ has $f(0)=0$ and $f''=0$, yet $f(-1)=-1$.

```lean
/-- A function with `f(0) = f'(0) = 0` and `f'' ≥ 0` everywhere is nonnegative. -/
theorem nonneg_of_second_deriv_nonneg (f f' f'' : ℝ → ℝ)
    (h1 : ∀ x, HasDerivAt f (f' x) x) (h2 : ∀ x, HasDerivAt f' (f'' x) x)
    (hf : f 0 = 0) (hf' : f' 0 = 0) (hpos : ∀ x, 0 ≤ f'' x) (x : ℝ) : 0 ≤ f x := by
  have hmono : Monotone f' := monotone_of_deriv_nonneg (fun y => (h2 y).differentiableAt)
    (fun y => by rw [(h2 y).deriv]; exact hpos y)
  have hcont : ∀ s, ContinuousOn f s := fun s y _ => (h1 y).continuousAt.continuousWithinAt
  rcases lt_trichotomy x 0 with hx | hx | hx
  · obtain ⟨c, hc, e⟩ := exists_hasDerivAt_eq_slope f f' hx (hcont _) (fun y _ => h1 y)
    rw [eq_div_iff (sub_pos.2 hx).ne'] at e
    have hc' : f' c ≤ 0 := (hmono hc.2.le).trans hf'.le
    nlinarith [mul_nonneg (neg_nonneg.2 hc') (neg_nonneg.2 hx.le)]
  · rw [hx, hf]
  · obtain ⟨c, hc, e⟩ := exists_hasDerivAt_eq_slope f f' hx (hcont _) (fun y _ => h1 y)
    rw [eq_div_iff (sub_pos.2 hx).ne'] at e
    have hc' : 0 ≤ f' c := hf'.ge.trans (hmono hc.1.le)
    nlinarith [mul_nonneg hc' hx.le]
```

The main theorem has no hypotheses. For every $m$ and $\theta$ it states that $S_m$ is differentiable on the whole line, that `deriv (symbol m)` has derivative $2-2(2-2\cos\theta)^m/\binom{2m}{m}$ at $\theta$, and that $S_m(\theta)\le\theta^2$. The equation `e` replaces the derivative by `symbolSlope m`, the lemma is applied to $E$, and `hu` supplies $u\ge0$.

```lean
/-- The kinetic symbol is differentiable, satisfies `S_m'' = 2 - 2 (2 - 2 cos θ)^m / C(2m,m)`,
and never exceeds `θ²`. -/
theorem symbol_second_deriv_and_le_sq (m : ℕ) (θ : ℝ) :
    Differentiable ℝ (symbol m) ∧
    HasDerivAt (deriv (symbol m))
      (2 - 2 * (2 - 2 * Real.cos θ) ^ m / (Nat.choose (2 * m) m : ℝ)) θ ∧
    symbol m θ ≤ θ ^ 2 := by
  have e : deriv (symbol m) = symbolSlope m := funext fun t => (hasDerivAt_symbol m t).deriv
  refine ⟨fun t => (hasDerivAt_symbol m t).differentiableAt, ?_, ?_⟩
  · rw [e]; exact hasDerivAt_symbolSlope m θ
  · have q1 : ∀ x : ℝ, HasDerivAt (fun t : ℝ => t ^ 2) (2 * x) x :=
      fun x => (hasDerivAt_pow 2 x).congr_deriv (by norm_num)
    have q2 : ∀ x : ℝ, HasDerivAt (fun t : ℝ => 2 * t) 2 x :=
      fun x => ((hasDerivAt_id' x).const_mul 2).congr_deriv (mul_one 2)
    -- the error θ² - S_m has second derivative 2 u^m / C(2m,m) ≥ 0
    have h : 0 ≤ θ ^ 2 - symbol m θ :=
      nonneg_of_second_deriv_nonneg (fun t => t ^ 2 - symbol m t)
        (fun t => 2 * t - symbolSlope m t)
        (fun t => 2 - (2 - 2 * threePoint t ^ m / (Nat.centralBinom m : ℝ)))
        (fun x => (q1 x).fun_sub (hasDerivAt_symbol m x))
        (fun x => (q2 x).fun_sub (hasDerivAt_symbolSlope m x))
        (by simp [symbol, threePoint]) (by simp [symbolSlope])
        (fun x => by
          have hu : 0 ≤ threePoint x := by unfold threePoint; linarith [Real.cos_le_one x]
          have hq : 0 ≤ 2 * threePoint x ^ m / (Nat.centralBinom m : ℝ) := by positivity
          show 0 ≤ 2 - (2 - 2 * threePoint x ^ m / (Nat.centralBinom m : ℝ))
          linarith) θ
    linarith
```

For the upper bound, `p1` and `p2` compute $B'$ and $B''$, `hle` obtains $u\le\theta^2$ from $\cos\theta\ge1-\theta^2/2$, `hp` raises it to the power $m$, and the lemma is applied to $B-E$.

```lean
/-- The error obeys `θ² - S_m(θ) ≤ 2 θ^(2m+2) / ((2m+1)(2m+2) C(2m,m))` for all real `θ`. -/
theorem sq_sub_symbol_le (m : ℕ) (θ : ℝ) :
    θ ^ 2 - symbol m θ ≤ 2 * θ ^ (2 * m + 2) /
      ((2 * (m : ℝ) + 1) * (2 * (m : ℝ) + 2) * (Nat.centralBinom m : ℝ)) := by
  have hC : (0 : ℝ) < Nat.centralBinom m := by exact_mod_cast Nat.centralBinom_pos m
  have d1 := hasDerivAt_symbol m
  have d2 := hasDerivAt_symbolSlope m
  generalize (Nat.centralBinom m : ℝ) = C at hC d2 ⊢
  have hD1 : (2 * (m : ℝ) + 1) * C ≠ 0 := by positivity
  have hD2 : (2 * (m : ℝ) + 1) * (2 * (m : ℝ) + 2) * C ≠ 0 := by positivity
  have e1 : 2 * m + 2 - 1 = 2 * m + 1 := by omega
  have e2 : 2 * m + 1 - 1 = 2 * m := by omega
  have q1 : ∀ x : ℝ, HasDerivAt (fun t : ℝ => t ^ 2) (2 * x) x :=
    fun x => (hasDerivAt_pow 2 x).congr_deriv (by norm_num)
  have q2 : ∀ x : ℝ, HasDerivAt (fun t : ℝ => 2 * t) 2 x :=
    fun x => ((hasDerivAt_id' x).const_mul 2).congr_deriv (mul_one 2)
  have p1 : ∀ x : ℝ, HasDerivAt
      (fun t : ℝ => 2 * t ^ (2 * m + 2) / ((2 * (m : ℝ) + 1) * (2 * (m : ℝ) + 2) * C))
      (2 * x ^ (2 * m + 1) / ((2 * (m : ℝ) + 1) * C)) x := fun x =>
    (((hasDerivAt_pow (2 * m + 2) x).const_mul 2).div_const _).congr_deriv
      (by rw [e1, div_eq_div_iff hD2 hD1]; push_cast; ring)
  have p2 : ∀ x : ℝ, HasDerivAt (fun t : ℝ => 2 * t ^ (2 * m + 1) / ((2 * (m : ℝ) + 1) * C))
      (2 * x ^ (2 * m) / C) x := fun x =>
    (((hasDerivAt_pow (2 * m + 1) x).const_mul 2).div_const _).congr_deriv
      (by rw [e2, div_eq_div_iff hD1 hC.ne']; push_cast; ring)
  have h := nonneg_of_second_deriv_nonneg _ _ _
    (fun x => (p1 x).fun_sub ((q1 x).fun_sub (d1 x)))
    (fun x => (p2 x).fun_sub ((q2 x).fun_sub (d2 x)))
    (by simp [symbol, threePoint]) (by simp [symbolSlope])
    (fun x => by
      -- 0 ≤ u ≤ x² bounds the second derivative of the error
      have hu : 0 ≤ threePoint x := by unfold threePoint; linarith [Real.cos_le_one x]
      have hcos : 1 - x ^ 2 / 2 ≤ Real.cos x := Real.one_sub_sq_div_two_le_cos
      have hle : threePoint x ≤ x ^ 2 := by unfold threePoint; linarith
      have hp : threePoint x ^ m ≤ x ^ (2 * m) := by
        rw [pow_mul]; exact pow_le_pow_left₀ hu hle m
      have hq : 2 * threePoint x ^ m / C ≤ 2 * x ^ (2 * m) / C :=
        div_le_div_of_nonneg_right (by linarith) hC.le
      show 0 ≤ 2 * x ^ (2 * m) / C - (2 - (2 - 2 * threePoint x ^ m / C))
      linarith) θ
  exact sub_nonneg.1 h

end

end HighOrderKineticSymbol
```

The statements concern one plane wave at a time. They do not treat superpositions, finite or periodic grids, potentials, several dimensions or the limit $m\to\infty$. Validity for all real $\theta$ does not mean accuracy for all $\theta$: $u(2\pi)=0$ gives $S_m(2\pi)=0$ for every $m$, an error of $4\pi^2$.

```lean
#print axioms HighOrderKineticSymbol.kineticStencil_planeWave
#print axioms HighOrderKineticSymbol.symbol_second_deriv_and_le_sq
#print axioms HighOrderKineticSymbol.sq_sub_symbol_le
```

```
'HighOrderKineticSymbol.kineticStencil_planeWave' depends on axioms: [propext, Classical.choice, Quot.sound]
'HighOrderKineticSymbol.symbol_second_deriv_and_le_sq' depends on axioms: [propext, Classical.choice, Quot.sound]
'HighOrderKineticSymbol.sq_sub_symbol_le' depends on axioms: [propext, Classical.choice, Quot.sound]
```
